# The radial boundary term r^(2j)/(1 + r²)^(N+1) vanishes at infinity when j ≤ N

In a radial integration by parts, the boundary term at large radius has to be evaluated, and here it is r^(2j)/(1 + r²)^(N+1). The lemma says that for natural numbers j ≤ N this function of the real variable r tends to 0 as r → +∞. It concerns this limit alone; the integration by parts itself is not part of the statement. The proof squeezes the function between 0 and (1 + r²)⁻¹, which tends to 0. The upper bound is a chain of comparisons whose last step is the identity (1 + r²)^N = (1 + r²)⁻¹ (1 + r²)^(N+1).

Lean 4 with Mathlib refuses this proof:

```lean
import Mathlib

open MeasureTheory MeasureTheory.Measure Filter Set Polynomial
open scoped Nat Real Topology

namespace BoundaryTerm

noncomputable section

/-- The boundary term `r^(2j) / (1 + r²)^(N+1)` of the radial integration by parts vanishes at
infinity when `j ≤ N`. -/
theorem boundary_term (N j : ℕ) (h : j ≤ N) :
    Tendsto (fun r : ℝ => r ^ (2 * j) / (1 + r ^ 2) ^ (N + 1)) atTop (𝓝 0) := by
  have hlim : Tendsto (fun r : ℝ => (1 + r ^ 2)⁻¹) atTop (𝓝 0) :=
    tendsto_inv_atTop_zero.comp
      (tendsto_atTop_add_const_left _ 1 (tendsto_pow_atTop two_ne_zero))
  refine squeeze_zero (fun r => ?_) (fun r => ?_) hlim
  · rw [pow_mul]
    positivity
  · rw [div_le_iff₀ (by positivity)]
    calc r ^ (2 * j) = (r ^ 2) ^ j := pow_mul _ _ _
      _ ≤ (1 + r ^ 2) ^ j := pow_le_pow_left₀ (sq_nonneg r) (by linarith) j
      _ ≤ (1 + r ^ 2) ^ N := pow_le_pow_right₀ (by nlinarith [sq_nonneg r]) h
      _ = (1 + r ^ 2)⁻¹ * (1 + r ^ 2) ^ (N + 1) := by
        rw [pow_succ]
        field_simp

end

end BoundaryTerm
```

Messages:

```
Main.lean:24:51: error: unsolved goals
N j : ℕ
h : j ≤ N
hlim : Tendsto (fun r => (1 + r ^ 2)⁻¹) atTop (𝓝 0)
r : ℝ
⊢ (1 + r ^ 2) * (1 + r ^ 2) ^ N = (1 + r ^ 2) ^ (N + 1)
```

Diagnosis. The single error says that the last step of the `calc` chain ends with a goal still open. That goal is true, but `field_simp` did not close it.

The rewrite before it was meant to split the power `N + 1`. Without arguments, `pow_succ` fits any power whose exponent can be read as a successor, and the first such power in the goal is `r ^ 2`, since 2 is 1 + 1. So `rw` expanded `r ^ 2` and left `(1 + r ^ 2) ^ (N + 1)` whole. `field_simp` then restored the square and cleared the inverse, which gave the equation in the message.

The repair names the base and exponent in `pow_succ' (1 + r ^ 2) N`, so only the intended power can match. The primed form puts the new factor on the left, next to its inverse, as `inv_mul_cancel_left₀` requires. That lemma cancels the pair, given that `1 + r ^ 2` is nonzero, which `positivity` proves. Both sides are then identical and `rw` closes the goal, so `field_simp` is no longer needed.

As a diff, the version that Lean accepts:

```diff
@@ -23,6 +23,6 @@
       _ ≤ (1 + r ^ 2) ^ N := pow_le_pow_right₀ (by nlinarith [sq_nonneg r]) h
       _ = (1 + r ^ 2)⁻¹ * (1 + r ^ 2) ^ (N + 1) := by
-        rw [pow_succ]
-        field_simp
+        rw [pow_succ' (1 + r ^ 2) N,
+          inv_mul_cancel_left₀ (show (1 + r ^ 2 : ℝ) ≠ 0 by positivity)]
 
 end
```
